# Dispersion coefficients of finite-oscillator atoms form a positive semidefinite matrix and obey the geometric-mean bound

In atomic units, two spherical atoms $X$ and $Y$ in their ground states, at a separation $R$ that is large, but small enough for retardation to be negligible, have the leading dispersion energy $-C_{XY}/R^6$; if each is described by finitely many real oscillator strengths $f$ at frequencies $w>0$, the coefficient is $C_{XY}=\frac32\sum_{i,j}\frac{f_{Xi}f_{Yj}}{w_{Xi}w_{Yj}(w_{Xi}+w_{Yj})}$. The Lean code below proves that these coefficients form a positive semidefinite matrix for any finite family of such atoms, and that $C_{XY}^2\le C_{XX}C_{YY}$.

```lean
import Mathlib

open Real MeasureTheory Set Filter Topology

namespace DispersionCombination

noncomputable section

/-- An atom described by finitely many real oscillator strengths `f` at positive
frequencies `w`. -/
structure Atom where
  n : ℕ
  f : Fin n → ℝ
  w : Fin n → ℝ
  w_pos : ∀ i, 0 < w i

/-- The dipole polarisability of an atom at the imaginary frequency `iu`. -/
def pol (X : Atom) (u : ℝ) : ℝ := ∑ i, X.f i / (X.w i ^ 2 + u ^ 2)

/-- The dispersion coefficient of a pair of atoms as a double sum over their oscillators. -/
def C6 (X Y : Atom) : ℝ :=
  3 / 2 * ∑ i, ∑ j, X.f i * Y.f j / (X.w i * Y.w j * (X.w i + Y.w j))

/-- For positive frequencies `a` and `b`, the product of two oscillator responses is integrable
over imaginary frequencies, with integral `π / (2ab(a+b))`. -/
theorem oscillator_integral {a b : ℝ} (ha : 0 < a) (hb : 0 < b) :
    IntegrableOn (fun u : ℝ => 1 / ((a ^ 2 + u ^ 2) * (b ^ 2 + u ^ 2))) (Ioi 0) ∧
    ∫ u in Ioi (0 : ℝ), 1 / ((a ^ 2 + u ^ 2) * (b ^ 2 + u ^ 2)) =
      π / (2 * a * b * (a + b)) := by
  have hd : ∀ c : ℝ, 0 < c → ∀ u : ℝ,
      HasDerivAt (fun u : ℝ => arctan (u / c) / c) (1 / (c ^ 2 + u ^ 2)) u := by
    intro c hc u
    have hne : c ^ 2 + u ^ 2 ≠ 0 := by positivity
    have e : 1 + (u / c) ^ 2 = (c ^ 2 + u ^ 2) / c ^ 2 := by field_simp
    refine ((((hasDerivAt_id' u).div_const c).arctan).div_const c).congr_deriv ?_
    rw [e]
    field_simp
  have hl : ∀ c : ℝ, 0 < c →
      Tendsto (fun u : ℝ => arctan (u / c) / c) atTop (𝓝 (π / 2 / c)) := fun c hc =>
    ((tendsto_arctan_atTop.mono_right nhdsWithin_le_nhds).comp
      (tendsto_id.atTop_div_const hc)).div_const c
  -- an antiderivative vanishing at zero, with the right limit at infinity
  obtain ⟨F, hF, h0, hL⟩ : ∃ F : ℝ → ℝ,
      (∀ u, HasDerivAt F (1 / ((a ^ 2 + u ^ 2) * (b ^ 2 + u ^ 2))) u) ∧ F 0 = 0 ∧
      Tendsto F atTop (𝓝 (π / (2 * a * b * (a + b)))) := by
    by_cases hab : a = b
    · subst hab
      refine ⟨fun u => (u / (a ^ 2 + u ^ 2) + arctan (u / a) / a) / (2 * a ^ 2),
        fun u => ?_, by simp, ?_⟩
      · have hne : a ^ 2 + u ^ 2 ≠ 0 := by positivity
        have h1 := (hasDerivAt_id' u).fun_div ((hasDerivAt_pow 2 u).const_add (a ^ 2)) hne
        refine ((h1.fun_add (hd a ha u)).div_const (2 * a ^ 2)).congr_deriv ?_
        norm_num
        field_simp
        ring
      · have hz : Tendsto (fun u : ℝ => u / (a ^ 2 + u ^ 2)) atTop (𝓝 0) := by
          refine squeeze_zero' ?_ ?_ tendsto_inv_atTop_zero
          · filter_upwards [eventually_gt_atTop 0] with u hu
            positivity
          · filter_upwards [eventually_gt_atTop 0] with u hu
            rw [inv_eq_one_div, div_le_div_iff₀ (by positivity) hu]
            nlinarith [sq_nonneg a]
        convert (hz.add (hl a ha)).div_const (2 * a ^ 2) using 2
        field_simp
        ring
    · have hs : b ^ 2 - a ^ 2 ≠ 0 := by
        have h1 : b - a ≠ 0 := sub_ne_zero.2 (Ne.symm hab)
        have h2 : b + a ≠ 0 := by positivity
        have h3 : b ^ 2 - a ^ 2 = (b - a) * (b + a) := by ring
        rw [h3]
        exact mul_ne_zero h1 h2
      refine ⟨fun u => (arctan (u / a) / a - arctan (u / b) / b) / (b ^ 2 - a ^ 2),
        fun u => ?_, by simp, ?_⟩
      · have h1 : a ^ 2 + u ^ 2 ≠ 0 := by positivity
        have h2 : b ^ 2 + u ^ 2 ≠ 0 := by positivity
        refine (((hd a ha u).fun_sub (hd b hb u)).div_const (b ^ 2 - a ^ 2)).congr_deriv ?_
        rw [div_sub_div _ _ h1 h2, div_div, div_eq_div_iff (by positivity) (by positivity)]
        ring
      · convert ((hl a ha).sub (hl b hb)).div_const (b ^ 2 - a ^ 2) using 2
        have h3 : a + b ≠ 0 := by positivity
        rw [eq_div_iff hs]
        field_simp
        ring
  have hp : ∀ u ∈ Ioi (0 : ℝ), 0 ≤ 1 / ((a ^ 2 + u ^ 2) * (b ^ 2 + u ^ 2)) :=
    fun u _ => by positivity
  refine ⟨integrableOn_Ioi_deriv_of_nonneg' (fun u _ => hF u) hp hL, ?_⟩
  rw [integral_Ioi_of_hasDerivAt_of_nonneg' (fun u _ => hF u) hp hL, h0, sub_zero]

/-- Casimir–Polder formula: the dispersion coefficient is `3/π` times the convergent integral
of the product of the two polarisabilities over imaginary frequencies. -/
theorem casimir_polder (X Y : Atom) :
    IntegrableOn (fun u => pol X u * pol Y u) (Ioi 0) ∧
    C6 X Y = 3 / π * ∫ u in Ioi (0 : ℝ), pol X u * pol Y u := by
  have e : (fun u => pol X u * pol Y u) = fun u => ∑ i, ∑ j, X.f i * Y.f j *
      (1 / ((X.w i ^ 2 + u ^ 2) * (Y.w j ^ 2 + u ^ 2))) := by
    funext u
    unfold pol
    rw [Finset.sum_mul_sum]
    refine Finset.sum_congr rfl fun i _ => Finset.sum_congr rfl fun j _ => ?_
    rw [div_mul_div_comm, mul_one_div]
  have hi := fun i j => (oscillator_integral (X.w_pos i) (Y.w_pos j)).1.const_mul
    (X.f i * Y.f j)
  rw [e]
  refine ⟨integrable_finsetSum _ fun i _ => integrable_finsetSum _ fun j _ => hi i j, ?_⟩
  rw [integral_finsetSum _ fun i _ => integrable_finsetSum _ fun j _ => hi i j, C6,
    Finset.mul_sum, Finset.mul_sum]
  refine Finset.sum_congr rfl fun i _ => ?_
  rw [integral_finsetSum _ fun j _ => hi i j, Finset.mul_sum, Finset.mul_sum]
  refine Finset.sum_congr rfl fun j _ => ?_
  rw [integral_const_mul, (oscillator_integral (X.w_pos i) (Y.w_pos j)).2]
  have h1 := X.w_pos i
  have h2 := Y.w_pos j
  have h3 : X.w i + Y.w j ≠ 0 := by positivity
  field_simp

/-- The dispersion coefficient does not depend on the order of the two atoms. -/
theorem C6_symm (X Y : Atom) : C6 X Y = C6 Y X := by
  rw [(casimir_polder X Y).2, (casimir_polder Y X).2]
  simp only [mul_comm]

/-- The quadratic form of the dispersion coefficients is `3/π` times the integral of the square
of the weighted total polarisability. -/
theorem quadratic_form {ι : Type*} [Fintype ι] (A : ι → Atom) (x : ι → ℝ) :
    ∑ i, ∑ j, x i * x j * C6 (A i) (A j) =
      3 / π * ∫ u in Ioi (0 : ℝ), (∑ i, x i * pol (A i) u) ^ 2 := by
  have e : (fun u => (∑ i, x i * pol (A i) u) ^ 2) =
      fun u => ∑ i, ∑ j, x i * x j * (pol (A i) u * pol (A j) u) := by
    funext u
    rw [sq, Finset.sum_mul_sum]
    exact Finset.sum_congr rfl fun i _ => Finset.sum_congr rfl fun j _ => by ring
  have hi := fun i j => (casimir_polder (A i) (A j)).1.const_mul (x i * x j)
  rw [e, integral_finsetSum _ fun i _ => integrable_finsetSum _ fun j _ => hi i j,
    Finset.mul_sum]
  refine Finset.sum_congr rfl fun i _ => ?_
  rw [integral_finsetSum _ fun j _ => hi i j, Finset.mul_sum]
  refine Finset.sum_congr rfl fun j _ => ?_
  rw [integral_const_mul, (casimir_polder (A i) (A j)).2]
  ring

/-- The matrix of dispersion coefficients of finitely many atoms is positive semidefinite. -/
theorem C6_posSemidef {ι : Type*} [Fintype ι] (A : ι → Atom) :
    (Matrix.of fun i j => C6 (A i) (A j)).PosSemidef := by
  refine Matrix.PosSemidef.of_dotProduct_mulVec_nonneg ?_ fun x => ?_
  · ext i j
    simp [C6_symm (A j) (A i)]
  · have h : star x ⬝ᵥ (Matrix.of fun i j => C6 (A i) (A j)).mulVec x =
        ∑ i, ∑ j, x i * x j * C6 (A i) (A j) := by
      simp only [dotProduct, Matrix.mulVec, Matrix.of_apply, Finset.mul_sum, Pi.star_apply,
        star_trivial]
      exact Finset.sum_congr rfl fun i _ => Finset.sum_congr rfl fun j _ => by ring
    rw [h, quadratic_form]
    exact mul_nonneg (by positivity) (integral_nonneg fun u => sq_nonneg _)


/-- The squared dispersion coefficient of an unlike pair is at most the product of the two
like-pair coefficients. -/
theorem C6_sq_le (X Y : Atom) : C6 X Y ^ 2 ≤ C6 X X * C6 Y Y := by
  have h : ∀ s : ℝ, 0 ≤ C6 X X * (s * s) + 2 * C6 X Y * s + C6 Y Y := fun s => by
    -- the quadratic form of the two atoms with weights `s` and `1`
    have h1 : 0 ≤ ∑ i, ∑ j, ![s, 1] i * ![s, 1] j * C6 (![X, Y] i) (![X, Y] j) := by
      rw [quadratic_form]
      exact mul_nonneg (by positivity) (integral_nonneg fun u => sq_nonneg _)
    simp only [Fin.sum_univ_two, Matrix.cons_val_zero, Matrix.cons_val_one] at h1
    rw [C6_symm Y X] at h1
    linarith
  have hd := discrim_le_zero h
  unfold discrim at hd
  linarith

/-- The squared dispersion coefficient of an unlike pair equals the product of the two like-pair
coefficients if the polarisability of `X` is a constant real multiple of that of `Y` at the
imaginary frequencies `iu` for all `u > 0`. -/
theorem C6_sq_eq_of_proportional (X Y : Atom) (c : ℝ)
    (hc : ∀ u > 0, pol X u = c * pol Y u) : C6 X Y ^ 2 = C6 X X * C6 Y Y := by
  have key : ∀ Z, C6 X Z = c * C6 Y Z := fun Z => by
    have e : ∫ u in Ioi (0 : ℝ), pol X u * pol Z u =
        ∫ u in Ioi (0 : ℝ), c * (pol Y u * pol Z u) :=
      setIntegral_congr_fun measurableSet_Ioi fun u hu => by
        simp only [hc u hu, mul_assoc]
    rw [(casimir_polder X Z).2, (casimir_polder Y Z).2, e, integral_const_mul]
    ring
  rw [key X, C6_symm Y X, key Y]
  ring

end

end DispersionCombination
```

```lean
#print axioms DispersionCombination.C6_posSemidef
#print axioms DispersionCombination.C6_sq_le
#print axioms DispersionCombination.C6_sq_eq_of_proportional
```

```
'DispersionCombination.C6_posSemidef' depends on axioms: [propext, Classical.choice, Quot.sound]
'DispersionCombination.C6_sq_le' depends on axioms: [propext, Classical.choice, Quot.sound]
'DispersionCombination.C6_sq_eq_of_proportional' depends on axioms: [propext, Classical.choice, Quot.sound]
```

## Atoms as lists of oscillators

An `Atom` consists of a number `n` of oscillators, their strengths `f` and their frequencies `w`, usually written $\omega$. The field `w_pos` requires every frequency to be positive. Physically, the frequencies are excitation energies from the ground state, so no transition leads downwards. The strengths may have either sign, which also admits fitted spectra with negative weights.

The function `pol X u` is the dipole polarisability at the imaginary frequency $iu$,
$$\alpha_X(iu)=\sum_i\frac{f_{Xi}}{w_{Xi}^2+u^2},$$
and `C6 X Y` is the double sum $C_{XY}$ above. That this sum is the coefficient of $-1/R^6$ for real atoms comes from second-order perturbation theory for the unretarded dipole–dipole interaction of spherical atoms, which is taken as input. A real spectrum, with its infinitely many lines and its continuum, is replaced by a finite list.

## What the theorems say

`C6_posSemidef` takes a family `A` of atoms indexed by a finite type `ι`. The matrix with entries `C6 (A i) (A j)` is symmetric, and $\sum_{i,j}x_ix_jC_{A_iA_j}\ge0$ for all real weights $x_i$.

`C6_sq_le` is the bound for two atoms. Simulation models often fill in a missing unlike-pair coefficient by the geometric mean $\sqrt{C_{XX}C_{YY}}$; for finite-oscillator atoms with exact like-pair coefficients, this estimate is never too small.

`C6_sq_eq_of_proportional` gives a sufficient condition for equality: $\alpha_X(iu)=c\,\alpha_Y(iu)$ for all $u>0$, with one real constant $c$.

The theorem `casimir_polder` is the integral formula for $C_{XY}$ in the unretarded regime. It does not concern the retarded interaction that bears the same two names.

## From one integral to the double sum

For $a,b>0$ the derivation needs
$$\int_0^\infty\frac{du}{(a^2+u^2)(b^2+u^2)}=\frac{\pi}{2ab(a+b)}.$$
If $a\ne b$, partial fractions give the antiderivative
$$F(u)=\frac{1}{b^2-a^2}\left(\frac{\arctan(u/a)}{a}-\frac{\arctan(u/b)}{b}\right).$$
It vanishes at $0$ and tends to
$$\frac{\pi}{2}\,\frac{1/a-1/b}{b^2-a^2}=\frac{\pi}{2ab(a+b)}.$$
If $a=b$, one takes
$$F(u)=\frac{1}{2a^2}\left(\frac{u}{a^2+u^2}+\frac{\arctan(u/a)}{a}\right).$$
The bracket has the derivative $\frac{a^2-u^2}{(a^2+u^2)^2}+\frac1{a^2+u^2}=\frac{2a^2}{(a^2+u^2)^2}$, as required, and $F$ tends to $\pi/(4a^3)$.

In `oscillator_integral`, `hd` and `hl` supply the derivative and the limit of the arctangent term, and `by_cases hab` separates the two cases. For $a=b$, the term $u/(a^2+u^2)$ is squeezed between $0$ and $1/u$. Since the integrand is nonnegative, the finite limit of $F$ yields both integrability and the value.

Multiplying out the two polarisabilities and integrating term by term then gives
$$\frac3\pi\int_0^\infty\alpha_X(iu)\,\alpha_Y(iu)\,du=\frac3\pi\sum_{i,j}f_{Xi}f_{Yj}\frac{\pi}{2w_{Xi}w_{Yj}(w_{Xi}+w_{Yj})}=C_{XY}.$$
This is `casimir_polder`: `Finset.sum_mul_sum` expands the product, and `integral_finsetSum` exchanges the finite sums with the integral. The symmetry `C6_symm` follows because the integrand is a commuting product.

## A square under the integral

Inserting the integral formula into the quadratic form gives `quadratic_form`:
$$\sum_{i,j}x_ix_jC_{A_iA_j}=\frac3\pi\int_0^\infty\Big(\sum_i x_i\,\alpha_{A_i}(iu)\Big)^2du\ge0.$$
In `C6_posSemidef`, the step `h` identifies Mathlib's matrix expression with this double sum; `integral_nonneg` finishes the argument.

For two atoms with weights $s$ and $1$, the same inequality reads
$$C_{XX}s^2+2C_{XY}s+C_{YY}\ge0\quad\text{for all real }s.$$
The discriminant $4C_{XY}^2-4C_{XX}C_{YY}$ is therefore not positive, which is the bound. If $C_{XX}=0$, the expression is linear in $s$ and can stay nonnegative only if $C_{XY}=0$, so the bound still holds. The code uses the weights `![s, 1]` and the lemma `discrim_le_zero`, which includes this degenerate case.

For proportional polarisabilities, the integral formula gives $C_{XZ}=c\,C_{YZ}$ for every atom $Z$; this is `key`. Hence $C_{XY}=c\,C_{YY}$ and $C_{XX}=c\,C_{YX}=c^2C_{YY}$, so both sides of the bound equal $c^2C_{YY}^2$.

## Two atoms with one oscillator each

Let both strengths be $1$, with $w_X=1$ and $w_Y=2$. Then
$$C_{XX}=\frac32\cdot\frac12=\frac34,\qquad C_{YY}=\frac32\cdot\frac1{16}=\frac3{32},\qquad C_{XY}=\frac32\cdot\frac16=\frac14.$$
The bound reads $1/16=0.0625\le9/128\approx0.0703$. The geometric mean is about $0.265$, some 6% above the true $0.25$.

## A negative frequency can break both results

Let $X$ have a downward transition instead, with $w_X=-1$ and, since an oscillator strength has the sign of its transition frequency, $f_X=-1$. Negative strengths are allowed by `Atom`, so only the frequency violates its conditions. The double sum now gives $C_{XX}=-3/4$ and $C_{XY}=3/4$, while $C_{YY}=3/32$ is unchanged. A negative diagonal entry rules out positive semidefiniteness, and $C_{XY}^2=9/16$ exceeds the negative product $C_{XX}C_{YY}$. It is thus not enough that the frequencies and their pairwise sums are nonzero.
